# Two finite baths with real weights are equal if their hybridisation functions agree at all Matsubara points

A bath-fitting routine for an impurity solver can be tested on data from a known bath: choose a few levels and couplings, compute the hybridisation function at the Matsubara points, run the fit, and compare the levels that come back with those that were put in. The comparison rests on the assumption that no finite bath with different levels gives the same data. If one did, a fit could reproduce every value exactly and still return different levels.

For a bath of finitely many non-interacting levels coupled to a single impurity orbital, the assumption holds, provided that orbitals with zero coupling are left out and orbitals at the same energy count as one level. It holds even for finitely many frequencies: N positive ones suffice when the two baths being compared occupy at most 2N levels between them. The argument needs only the algebra of polynomials and complex conjugation.

In Lean 4 with Mathlib:

```lean
import Mathlib

open Polynomial ComplexConjugate

namespace DiscreteBath

noncomputable section
```

## The bath as a weight function on energies

Let bath orbital k have energy ε_k and coupling V_k to the impurity. It contributes |V_k|²/(z − ε_k) to the hybridisation function. Orbitals at the same energy contribute through the sum of their |V_k|² alone, so the bath is described by one total weight w(e) for each energy e, nonzero at finitely many energies:

Δ(z) = ∑ w(e)/(z − e), summed over the levels e with w(e) ≠ 0.

```lean
/-- The hybridisation function `∑ w(e) / (z - e)` of a discrete bath with weight `w e` at the
level `e`, for `z` different from every level of the bath. -/
def hybridisation (w : ℝ →₀ ℝ) (z : ℂ) : ℂ :=
  ∑ e ∈ w.support, (w e : ℂ) / (z - (e : ℂ))
```

The type `ℝ →₀ ℝ` is that of real functions on ℝ with finite support, and `w.support` is the set of levels. Equality of two such functions means the same levels with the same total weight at each. It leaves open the phases of the V_k, the way a weight is shared among degenerate orbitals, and the energies of any orbitals with V_k = 0, none of which enters Δ. The weights may have either sign; a physical bath, with w(e) ≥ 0, is a special case.

The function is sampled on the imaginary axis at z = iω_n, with the fermionic Matsubara frequencies

ω_n = (2n + 1)π/β, n = 0, 1, 2, …

Here β is the inverse temperature, ħ = k_B = 1, and energies are measured from the chemical potential.

```lean
/-- The fermionic Matsubara frequency `(2n+1)π/β` at inverse temperature `β ≠ 0`. -/
def matsubara (β : ℝ) (n : ℕ) : ℝ := (2 * (n : ℝ) + 1) * Real.pi / β
```

`matsubara β n` is the real number ω_n, and the sampling point is written `Complex.I * matsubara β n`. Only the positive frequencies are listed, since n is a natural number.

## One pole sum for the difference of two baths

Let w and w' be two baths with hybridisation functions Δ and Δ', and let S be the set of all energies that are a level of at least one of them. An energy that is not a level of w has weight zero there and adds nothing to Δ, so both functions can be summed over S. With u(e) = w(e) − w'(e),

Δ(z) − Δ'(z) = ∑[e∈S] u(e)/(z − e).

The extension of the sum to a larger set of levels is the first lemma.

```lean
/-- The hybridisation function may be summed over any finite set of levels that contains
the levels of the bath. -/
theorem hybridisation_eq_sum (w : ℝ →₀ ℝ) (S : Finset ℝ) (hS : w.support ⊆ S) (z : ℂ) :
    hybridisation w z = ∑ e ∈ S, (w e : ℂ) / (z - (e : ℂ)) := by
  unfold hybridisation
  apply Finset.sum_subset hS
  intro e _ he
  rw [Finsupp.notMem_support_iff.mp he]
  simp
```

The proof uses `Finset.sum_subset`, which asks only that the added terms vanish.

## Each frequency supplies two points

The levels and the weights are real, so conjugating Δ(z) term by term only replaces z by its conjugate:

conj Δ(z) = ∑ w(e)/(conj z − e) = Δ(conj z).

If Δ and Δ' agree at iω, they therefore agree at −iω too, and N positive frequencies give 2N points of agreement. This matches a count of real data: N complex values are 2N real numbers, as many as the energies and weights of N levels.

```lean
/-- For real weights the hybridisation function takes conjugate values at conjugate
frequencies. -/
theorem hybridisation_conj (w : ℝ →₀ ℝ) (z : ℂ) :
    hybridisation w (conj z) = conj (hybridisation w z) := by
  simp [hybridisation, map_sum, map_div₀]
```

## A pole sum with too many zeros has no poles

Suppose that the pole sum over S vanishes at every point of a finite set Z of non-real numbers, and that Z has at least as many points as S has levels. Bring the sum over its common denominator. The numerator is

P(z) = ∑[e∈S] u(e) ∏[a∈S, a≠e] (z − a).

Each product has one factor fewer than there are levels, so the degree of P is less than |S|, and hence less than |Z|. (If S is empty, P is zero from the start.) At a point z of Z no factor z − a vanishes, because a is real and z is not. There

P(z) = ∏[a∈S] (z − a) · ∑[e∈S] u(e)/(z − e) = 0.

A nonzero polynomial has no more roots than its degree, so P = 0 identically. Now evaluate P at a level e of S. Every term belonging to another level contains the factor e − e, and only one term survives:

0 = P(e) = u(e) ∏[a∈S, a≠e] (e − a).

The levels in S are distinct, so the product is nonzero and u(e) = 0.

```lean
/-- If a sum of simple poles at real levels vanishes at no fewer non-real points than there
are levels, then all its weights are zero. -/
theorem weights_eq_zero (S : Finset ℝ) (u : ℝ → ℝ) (Z : Finset ℂ)
    (hcard : S.card ≤ Z.card) (him : ∀ z ∈ Z, z.im ≠ 0)
    (hzero : ∀ z ∈ Z, ∑ e ∈ S, (u e : ℂ) / (z - (e : ℂ)) = 0) :
    ∀ e ∈ S, u e = 0 := by
  -- the numerator of the pole sum over the common denominator
  let P : ℂ[X] := ∑ e ∈ S, (u e : ℂ) • ∏ a ∈ S.erase e, (X - C (a : ℂ))
  have hev : ∀ z : ℂ, P.eval z = ∑ e ∈ S, (u e : ℂ) * ∏ a ∈ S.erase e, (z - (a : ℂ)) := by
    intro z
    simp only [P, eval_finsetSum, eval_smul, eval_prod, eval_sub, eval_X, eval_C, smul_eq_mul]
  have hdeg : P.degree < (Z.card : WithBot ℕ) := by
    rw [← mem_degreeLT]
    refine Submodule.sum_mem _ fun e he => Submodule.smul_mem _ _ ?_
    rw [mem_degreeLT]
    simp only [degree_prod, degree_X_sub_C, Finset.sum_const, nsmul_one]
    exact_mod_cast lt_of_lt_of_le (Finset.card_erase_lt_of_mem he) hcard
  have hroot : ∀ z ∈ Z, P.eval z = 0 := by
    intro z hz
    have hfac : P.eval z =
        (∏ a ∈ S, (z - (a : ℂ))) * ∑ e ∈ S, (u e : ℂ) / (z - (e : ℂ)) := by
      rw [hev, Finset.mul_sum]
      refine Finset.sum_congr rfl fun e he => ?_
      have hne : z - (e : ℂ) ≠ 0 := by
        intro h
        apply him z hz
        simpa using congrArg Complex.im h
      rw [← Finset.mul_prod_erase S (fun a : ℝ => z - (a : ℂ)) he]
      field_simp
    rw [hfac, hzero z hz, mul_zero]
  -- too many roots for its degree
  have hP : P = 0 := eq_zero_of_degree_lt_of_eval_finset_eq_zero Z hdeg hroot
  intro e he
  -- at a level only the term of that level survives
  have h := hev (e : ℂ)
  rw [hP, eval_zero, Finset.sum_eq_single_of_mem e he (fun b _ hbe => by
    have h0 : ∏ a ∈ S.erase b, ((e : ℂ) - (a : ℂ)) = 0 :=
      Finset.prod_eq_zero (Finset.mem_erase.mpr ⟨hbe.symm, he⟩) (sub_self (e : ℂ))
    rw [h0, mul_zero])] at h
  have hprod : ∏ a ∈ S.erase e, ((e : ℂ) - (a : ℂ)) ≠ 0 := by
    refine Finset.prod_ne_zero_iff.mpr fun a ha h0 => ?_
    exact (Finset.mem_erase.mp ha).1 (Complex.ofReal_injective (sub_eq_zero.mp h0)).symm
  exact_mod_cast (mul_eq_zero.mp h.symm).resolve_right hprod
```

In the code, `hev` is the formula for P(z), `hdeg` the bound on the degree and `hroot` the vanishing on Z. The degree bound is obtained for each product separately and carries over to P because polynomials below a given degree form a linear subspace. Mathlib's `eq_zero_of_degree_lt_of_eval_finset_eq_zero` then gives P = 0. The last lines evaluate P at a level, where `Finset.sum_eq_single_of_mem` picks out the surviving term and `hprod` states that its product is nonzero.

## N frequencies for up to 2N levels

Let F be a set of N distinct positive frequencies at which the two baths agree, Δ(iω) = Δ'(iω) for every ω in F. By conjugation they agree on

Z = {iω : ω ∈ F} ∪ {−iω : ω ∈ F}.

The two halves do not overlap, since one lies above the real axis and the other below it, so Z has 2N points, none of them real. If |S| ≤ 2N, the previous step applies to u = w − w' and gives w(e) = w'(e) at every level in S. At any other energy both weights are zero. Hence w = w'.

```lean
/-- Two baths with at most `2N` levels between them are equal if their hybridisation functions
agree at `N` distinct points on the positive imaginary axis. -/
theorem bath_unique_of_frequencies (w w' : ℝ →₀ ℝ) (F : Finset ℝ) (hF : ∀ ω ∈ F, 0 < ω)
    (hcard : (w.support ∪ w'.support).card ≤ 2 * F.card)
    (h : ∀ ω ∈ F, hybridisation w (Complex.I * ω) = hybridisation w' (Complex.I * ω)) :
    w = w' := by
  let A : Finset ℂ := F.image fun ω : ℝ => Complex.I * (ω : ℂ)
  let B : Finset ℂ := F.image fun ω : ℝ => conj (Complex.I * (ω : ℂ))
  have hA : A.card = F.card :=
    Finset.card_image_of_injective _ fun a b hab => by simpa using hab
  have hB : B.card = F.card :=
    Finset.card_image_of_injective _ fun a b hab => by simpa using hab
  have hdisj : Disjoint A B := by
    rw [Finset.disjoint_left]
    intro z hz hz'
    obtain ⟨a, ha, rfl⟩ := Finset.mem_image.mp hz
    obtain ⟨b, hb, hab⟩ := Finset.mem_image.mp hz'
    have him := congrArg Complex.im hab
    simp at him
    linarith [hF a ha, hF b hb]
  -- each frequency counts twice, through its mirror image
  have hpts : ∀ z ∈ A ∪ B, z.im ≠ 0 ∧ hybridisation w z = hybridisation w' z := by
    intro z hz
    rcases Finset.mem_union.mp hz with hz | hz
    · obtain ⟨a, ha, rfl⟩ := Finset.mem_image.mp hz
      exact ⟨by simpa using (hF a ha).ne', h a ha⟩
    · obtain ⟨a, ha, rfl⟩ := Finset.mem_image.mp hz
      refine ⟨by simpa using (hF a ha).ne', ?_⟩
      rw [hybridisation_conj, hybridisation_conj, h a ha]
  have hu := weights_eq_zero (w.support ∪ w'.support) (fun e => w e - w' e) (A ∪ B)
    (by rw [Finset.card_union_of_disjoint hdisj, hA, hB]; omega)
    (fun z hz => (hpts z hz).1)
    (fun z hz => by
      have hz' := (hpts z hz).2
      rw [hybridisation_eq_sum w _ Finset.subset_union_left,
        hybridisation_eq_sum w' _ Finset.subset_union_right] at hz'
      simp only [Complex.ofReal_sub, sub_div, Finset.sum_sub_distrib]
      exact sub_eq_zero.mpr hz')
  ext e
  by_cases he : e ∈ w.support ∪ w'.support
  · exact sub_eq_zero.mp (hu e he)
  · rw [Finset.mem_union, not_or] at he
    rw [Finsupp.notMem_support_iff.mp he.1, Finsupp.notMem_support_iff.mp he.2]
```

The hypothesis `hcard` bounds the size of the union of the two supports, so a level that occurs in both baths counts once. Two baths of at most N levels each always satisfy it. The sets `A` and `B` are the upper and lower halves of Z, `hdisj` says that they are disjoint, and `hpts` collects what is needed at each point: a nonzero imaginary part and equal hybridisation functions. The final case distinction separates the energies in S from all others.

The Matsubara frequencies are a particular choice of F. They are positive for β > 0, and they are distinct, because

(2a + 1)π/β = (2b + 1)π/β

implies a = b. The first N of them, n = 0, …, N − 1, therefore suffice for up to 2N levels.

```lean
/-- Two baths with at most `2N` levels between them are equal if their hybridisation functions
agree at the first `N` Matsubara points. -/
theorem bath_unique_of_first_matsubara (w w' : ℝ →₀ ℝ) (β : ℝ) (hβ : 0 < β) (N : ℕ)
    (hcard : (w.support ∪ w'.support).card ≤ 2 * N)
    (h : ∀ n < N, hybridisation w (Complex.I * matsubara β n) =
      hybridisation w' (Complex.I * matsubara β n)) :
    w = w' := by
  have hinj : Function.Injective (matsubara β) := by
    intro a b hab
    unfold matsubara at hab
    rw [div_left_inj' hβ.ne'] at hab
    have h1 := mul_right_cancel₀ Real.pi_ne_zero hab
    have h2 : (a : ℝ) = b := by linarith
    exact_mod_cast h2
  apply bath_unique_of_frequencies w w' ((Finset.range N).image (matsubara β))
  · intro ω hω
    obtain ⟨n, _, rfl⟩ := Finset.mem_image.mp hω
    have hpi := Real.pi_pos
    unfold matsubara
    positivity
  · rwa [Finset.card_image_of_injective _ hinj, Finset.card_range]
  · intro ω hω
    obtain ⟨n, hn, rfl⟩ := Finset.mem_image.mp hω
    exact h n (Finset.mem_range.mp hn)
```

Here `hinj` is the distinctness, which ensures that the set of the first N frequencies really has N elements.

If the baths agree at all Matsubara points, no bound on the number of levels has to be given in advance. The joint set S is finite, and taking N = |S| satisfies |S| ≤ 2N.

```lean
/-- A discrete bath is uniquely determined by the values of its hybridisation function at the
Matsubara points `i(2n+1)π/β`. -/
theorem bath_unique (w w' : ℝ →₀ ℝ) (β : ℝ) (hβ : 0 < β)
    (h : ∀ n : ℕ, hybridisation w (Complex.I * matsubara β n) =
      hybridisation w' (Complex.I * matsubara β n)) :
    w = w' :=
  bath_unique_of_first_matsubara w w' β hβ (w.support ∪ w'.support).card (by omega)
    fun n _ => h n
```

In words, `bath_unique` says: for any two finitely supported real weight functions and any β > 0, equality of the hybridisation functions at iω_n for every natural n implies equality of the weight functions.

The statement concerns exact agreement between two finite baths. It gives no bound on how far apart their levels can be when the functions agree only within a tolerance, which is the usual situation when a few levels are fitted to a continuous bath. Nor does it say that a given set of values comes from a finite bath at all. Impurities with several orbitals, whose hybridisation function is a matrix, are not treated.

## Three levels can escape a single frequency

For N = 1 the bound is two levels, and it cannot be raised to three. Take one bath with unit weights at ω and −ω, and another with a single unit weight at zero. At z = iω,

1/(z − ω) + 1/(z + ω) = 2z/(z² − ω²) = 2iω/(−2ω²) = 1/(iω).

The last expression is the hybridisation function of the second bath at the same point. The baths agree there and are different.

```lean
/-- Two levels at `±ω` with unit weights and one level at zero with unit weight are different
baths whose hybridisation functions agree at `iω`. -/
theorem three_levels_one_frequency (ω : ℝ) (hω : 0 < ω) :
    hybridisation (Finsupp.single ω 1 + Finsupp.single (-ω) 1) (Complex.I * ω) =
      hybridisation (Finsupp.single 0 1) (Complex.I * ω) ∧
    (Finsupp.single ω 1 + Finsupp.single (-ω) 1 : ℝ →₀ ℝ) ≠ Finsupp.single 0 1 := by
  have hne : ω ≠ -ω := by linarith
  constructor
  · have hS : (Finsupp.single ω 1 + Finsupp.single (-ω) 1 : ℝ →₀ ℝ).support ⊆ {ω, -ω} := by
      intro e he
      by_contra hn
      simp only [Finset.mem_insert, Finset.mem_singleton, not_or] at hn
      apply Finsupp.mem_support_iff.mp he
      simp [Ne.symm hn.1, Ne.symm hn.2]
    have h1 : Complex.I * (ω : ℂ) - ω ≠ 0 := fun h =>
      hω.ne' (by simpa using congrArg Complex.im h)
    have h2 : Complex.I * (ω : ℂ) + ω ≠ 0 := fun h =>
      hω.ne' (by simpa using congrArg Complex.im h)
    have h3 : Complex.I * (ω : ℂ) ≠ 0 := fun h =>
      hω.ne' (by simpa using congrArg Complex.im h)
    rw [hybridisation_eq_sum _ _ hS, Finset.sum_pair hne,
      hybridisation_eq_sum _ {0} Finsupp.support_single_subset, Finset.sum_singleton]
    simp only [Finsupp.add_apply, Finsupp.single_apply, hne, hne.symm, if_true, if_false,
      add_zero, zero_add, Complex.ofReal_one, Complex.ofReal_neg, Complex.ofReal_zero,
      sub_neg_eq_add, sub_zero]
    rw [div_add_div _ _ h1 h2, div_eq_div_iff (mul_ne_zero h1 h2) h3]
    linear_combination (ω : ℂ) ^ 2 * Complex.I_sq
  · intro h
    have h0 := DFunLike.congr_fun h 0
    simp [hω.ne'] at h0

end

end DiscreteBath
```

`Finsupp.single e 1` is the bath with unit weight at e and no other level. The proof of agreement writes the first bath as a sum over the two levels, checks that the denominators are nonzero and clears them; what remains is i² = −1, supplied by `Complex.I_sq`. The baths are told apart by their weights at zero energy, which are 0 and 1.

With numbers, let β = π in inverse units of energy, so that ω_0 = 1 and ω_1 = 3, and place the levels of the first bath at ±1. At the first Matsubara point,

1/(i − 1) + 1/(i + 1) = (−1 − i)/2 + (1 − i)/2 = −i,

and the bath with its level at zero gives 1/i = −i as well. At the second point the pair gives

1/(3i − 1) + 1/(3i + 1) = (−1 − 3i)/10 + (1 − 3i)/10 = −0.6i,

whereas the single level gives 1/(3i) = −i/3. The second frequency separates the two baths, as it must: they have three levels between them, and two frequencies suffice for up to four.

```lean
#print axioms DiscreteBath.bath_unique_of_first_matsubara
#print axioms DiscreteBath.bath_unique
#print axioms DiscreteBath.three_levels_one_frequency
```

```
'DiscreteBath.bath_unique_of_first_matsubara' depends on axioms: [propext, Classical.choice, Quot.sound]
'DiscreteBath.bath_unique' depends on axioms: [propext, Classical.choice, Quot.sound]
'DiscreteBath.three_levels_one_frequency' depends on axioms: [propext, Classical.choice, Quot.sound]
```
